# The Slater–Condon rule for the two-electron matrix element between determinants differing in two orthonormal spin orbitals

A simple configuration interaction code can fill its Hamiltonian matrix one pair of determinants at a time. If each determinant is stored as a bit string of occupied spin orbitals, an exclusive-or followed by a bit count gives twice the number of orbitals that differ between two determinants with equally many electrons. When two differ, the code computes the two-electron part of the entry from a table of integrals, with no sum over permutations. The problems below derive that shortcut for finite determinants over orthonormal spin orbitals.

The spin orbitals $\varphi_i$ are vectors in a complex inner product space `H`, labelled by a type `ι`. A Hartree product of $n$ electrons is a list $I$ of labels, and $I_r$ is the orbital of electron $r$. In Lean, $I$ is a function `Fin n → ι`.

```lean
import Mathlib

open Equiv

namespace SlaterCondonDouble

noncomputable section

variable {ι H : Type*} [NormedAddCommGroup H] [InnerProductSpace ℂ H] {n : ℕ}
```

The table $g(i,j,k,l)$ stands for $\langle ij|kl\rangle$: the first electron goes with $i$ and $k$, the second with $j$ and $l$. Its entries are arbitrary complex numbers, not computed from an interaction operator. The electron pair $p,q$ contributes

$$T_{pq}(I,J)=g(I_p,I_q,J_p,J_q)\prod_{r\neq p,q}\langle\varphi_{I_r}|\varphi_{J_r}\rangle .$$

```lean
/-- Contribution of the electron pair `p, q` between the Hartree products `I` and `J`:
a two-electron integral times the overlaps of all other electrons. -/
def pairTerm (φ : ι → H) (g : ι → ι → ι → ι → ℂ) (I J : Fin n → ι) (p q : Fin n) : ℂ :=
  g (I p) (I q) (J p) (J q) *
    ∏ r, if r = p ∨ r = q then 1 else inner ℂ (φ (I r)) (φ (J r))
```

The element between Hartree products is $M(I,J)=\sum_{p<q}T_{pq}(I,J)$.

```lean
/-- Two-electron matrix element between Hartree products, summed over pairs `p < q`. -/
def hartreeElement (φ : ι → H) (g : ι → ι → ι → ι → ℂ) (I J : Fin n → ι) : ℂ :=
  ∑ p, ∑ q, if p < q then pairTerm φ g I J p q else 0
```

For a permutation $w$ of the positions, $(J\circ w)_r=J_{w(r)}$. Antisymmetrising only the right-hand side gives $E(I,J)=\sum_w \mathrm{sgn}(w)\,M(I,J\circ w)$.

```lean
/-- The signed sum over permutations of the orbitals `J`, with `I` kept in order. -/
def expandedElement (φ : ι → H) (g : ι → ι → ι → ι → ℂ) (I J : Fin n → ι) : ℂ :=
  ∑ w : Perm (Fin n), ((Perm.sign w : ℤ) : ℂ) * hartreeElement φ g I (J ∘ ⇑w)
```

Antisymmetrising both sides, each with prefactor $1/\sqrt{n!}$, gives the determinant element

$$S(I,J)=\frac1{n!}\sum_{u,v}\mathrm{sgn}(u)\,\mathrm{sgn}(v)\,M(I\circ u,J\circ v).$$

This expansion serves as the definition; the determinants are not built as vectors. The one-electron part of the Hamiltonian is not treated.

```lean
/-- Two-electron matrix element between the Slater determinants of `I` and `J`, each
antisymmetrised with prefactor `1/√n!`. -/
def slaterElement (φ : ι → H) (g : ι → ι → ι → ι → ℂ) (I J : Fin n → ι) : ℂ :=
  (n.factorial : ℂ)⁻¹ * ∑ u : Perm (Fin n), ∑ v : Perm (Fin n),
    ((Perm.sign u : ℤ) : ℂ) * ((Perm.sign v : ℤ) : ℂ) *
      hartreeElement φ g (I ∘ ⇑u) (J ∘ ⇑v)
```

Orthonormality of the $\varphi_i$ is assumed wherever overlaps are evaluated, that is, in all parts except (d), (f) and (g).

## (a) A spectator that changes orbital

Let electron $r$ lie outside the pair $p,q$, with $I_r\neq J_r$. Show that
$$T_{pq}(I,J)=0.$$

The product contains the factor $\langle\varphi_{I_r}|\varphi_{J_r}\rangle$, which is zero by orthogonality. `Finset.prod_eq_zero` uses this one factor to annihilate the product.

```lean
variable {φ : ι → H} {g : ι → ι → ι → ι → ℂ} {I J : Fin n → ι} {a b : Fin n}

/-- For orthonormal orbitals, a pair term vanishes if an electron outside the pair
occupies different orbitals on the two sides. -/
theorem pairTerm_eq_zero (hφ : Orthonormal ℂ φ) {p q r : Fin n} (hp : r ≠ p) (hq : r ≠ q)
    (h : I r ≠ J r) : pairTerm φ g I J p q = 0 := by
  have h0 : inner ℂ (φ (I r)) (φ (J r)) = 0 := hφ.2 h
  unfold pairTerm
  rw [Finset.prod_eq_zero (Finset.mem_univ r) (by simp [hp, hq, h0]), mul_zero]
```

## (b) Spectators that all stay put

Let $I_r=J_r$ for every $r\neq p,q$. Show that
$$T_{pq}(I,J)=g(I_p,I_q,J_p,J_q).$$

Each spectator overlap is $\|\varphi_{I_r}\|^2=1$, so the product is one. The code checks this factor by factor; the factors at $p$ and $q$ are one by definition.

```lean
/-- For orthonormal orbitals, a pair term is the bare two-electron integral if all
electrons outside the pair occupy the same orbitals on the two sides. -/
theorem pairTerm_eq_integral (hφ : Orthonormal ℂ φ) {p q : Fin n}
    (h : ∀ r, r ≠ p → r ≠ q → I r = J r) :
    pairTerm φ g I J p q = g (I p) (I q) (J p) (J q) := by
  unfold pairTerm
  rw [Finset.prod_eq_one, mul_one]
  intro r _
  split_ifs with hr
  · rfl
  · have hr' := not_or.mp hr
    rw [h r hr'.1 hr'.2, inner_self_eq_norm_sq_to_K, hφ.1]
    simp
```

## (c) Two mismatched positions

Let $a<b$, $I_a\neq J_a$ and $I_b\neq J_b$. Show that
$$M(I,J)=T_{ab}(I,J).$$

Any other pair $p<q$ leaves out $a$ or $b$. The omitted electron is a mismatched spectator, so (a) removes the term. `hrow` carries out this case check, and two uses of `Finset.sum_eq_single` collapse the double sum.

```lean
/-- For orthonormal orbitals, if the Hartree products differ at `a < b`, only the pair
`a, b` contributes. -/
theorem hartreeElement_eq_pairTerm (hφ : Orthonormal ℂ φ) (hab : a < b)
    (ha : I a ≠ J a) (hb : I b ≠ J b) :
    hartreeElement φ g I J = pairTerm φ g I J a b := by
  have hrow : ∀ p q, ¬(p = a ∧ q = b) →
      (if p < q then pairTerm φ g I J p q else 0) = 0 := by
    intro p q hne
    split_ifs with hpq
    · by_cases h1 : a = p ∨ a = q
      · by_cases h2 : b = p ∨ b = q
        · rcases h1 with h1 | h1 <;> rcases h2 with h2 | h2
          · exact absurd (h1.trans h2.symm) hab.ne
          · exact absurd ⟨h1.symm, h2.symm⟩ hne
          · rw [h1, h2] at hab
            exact absurd hab (lt_asymm hpq)
          · exact absurd (h1.trans h2.symm) hab.ne
        · exact pairTerm_eq_zero hφ (not_or.mp h2).1 (not_or.mp h2).2 hb
      · exact pairTerm_eq_zero hφ (not_or.mp h1).1 (not_or.mp h1).2 ha
    · rfl
  unfold hartreeElement
  rw [Finset.sum_eq_single a]
  · rw [Finset.sum_eq_single b]
    · exact if_pos hab
    · intro q _ hq
      exact hrow a q fun h => hq h.2
    · simp
  · intro p _ hp
    exact Finset.sum_eq_zero fun q _ => hrow p q fun h => hp h.1
  · simp
```

## (d) Permutations with little freedom

Let $w$ fix every position other than two distinct ones, $a$ and $b$. Show that
$$w=1\quad\text{or}\quad w=(a\,b).$$

Suppose $w(a)=c$ with $c\neq a,b$. Then $w(c)=c=w(a)$, so $c=a$ by injectivity, a contradiction. The same holds for $b$. Hence $w$ maps $\{a,b\}$ to itself (`hmem`), which leaves two bijections.

```lean
/-- A permutation that fixes every position other than two distinct ones is the identity
or their transposition. -/
theorem perm_eq_one_or_swap (hab : a ≠ b) (w : Perm (Fin n))
    (h : ∀ r, r ≠ a → r ≠ b → w r = r) : w = 1 ∨ w = swap a b := by
  have hmem : ∀ x, x = a ∨ x = b → w x = a ∨ w x = b := by
    intro x hx
    by_contra hc
    have hc' := not_or.mp hc
    have hfix : w x = x := w.injective (h _ hc'.1 hc'.2)
    exact hc (by rwa [hfix])
  rcases hmem a (Or.inl rfl) with h1 | h1 <;> rcases hmem b (Or.inr rfl) with h2 | h2
  · exact absurd (w.injective (h1.trans h2.symm)) hab
  · left
    refine Equiv.ext fun r => ?_
    by_cases ra : r = a
    · rw [ra, h1]; rfl
    by_cases rb : r = b
    · rw [rb, h2]; rfl
    exact h r ra rb
  · right
    refine Equiv.ext fun r => ?_
    by_cases ra : r = a
    · rw [ra, h1, swap_apply_left]
    by_cases rb : r = b
    · rw [rb, h2, swap_apply_right]
    rw [h r ra rb, swap_apply_of_ne_of_ne ra rb]
  · exact absurd (w.injective (h1.trans h2.symm)) hab
```

## (e) The signed sum for a double substitution

Let $J$ be injective, let $I_r=J_r$ except at $a<b$, and let $I_a,I_b$ be absent from $J$. Show that
$$E(I,J)=g(I_a,I_b,J_a,J_b)-g(I_a,I_b,J_b,J_a).$$

For every $w$, $I_a\neq J_{w(a)}$ and $I_b\neq J_{w(b)}$, so (c) leaves only $T_{ab}(I,J\circ w)$. If $w$ moves some $r\neq a,b$, injectivity gives $J_{w(r)}\neq J_r=I_r$, and (a) makes the term zero. By (d), the identity and the transposition remain, with signs $+1$ and $-1$, and (b) evaluates them. `Fintype.sum_eq_add` isolates these two terms.

```lean
/-- For orthonormal orbitals and injective `J`, if `I` agrees with `J` except at `a < b`
and `I a`, `I b` are absent from `J`, the signed sum is a direct minus an exchange integral. -/
theorem expandedElement_double (hφ : Orthonormal ℂ φ) (hJ : Function.Injective J)
    (hab : a < b) (hIJ : ∀ r, r ≠ a → r ≠ b → I r = J r)
    (ha : I a ∉ Set.range J) (hb : I b ∉ Set.range J) :
    expandedElement φ g I J =
      g (I a) (I b) (J a) (J b) - g (I a) (I b) (J b) (J a) := by
  have hw : ∀ w : Perm (Fin n),
      hartreeElement φ g I (J ∘ ⇑w) = pairTerm φ g I (J ∘ ⇑w) a b := fun w =>
    hartreeElement_eq_pairTerm hφ hab (fun h => ha ⟨w a, h.symm⟩) (fun h => hb ⟨w b, h.symm⟩)
  have h1 : pairTerm φ g I (J ∘ ⇑(1 : Perm (Fin n))) a b = g (I a) (I b) (J a) (J b) :=
    pairTerm_eq_integral hφ hIJ
  have hs : ∀ r, r ≠ a → r ≠ b → I r = (J ∘ ⇑(swap a b)) r := by
    intro r ra rb
    rw [Function.comp_apply, swap_apply_of_ne_of_ne ra rb, hIJ r ra rb]
  have h2 : pairTerm φ g I (J ∘ ⇑(swap a b)) a b = g (I a) (I b) (J b) (J a) := by
    rw [pairTerm_eq_integral hφ hs]
    simp
  have hne : (1 : Perm (Fin n)) ≠ swap a b := by
    intro h
    have h' := congrArg (fun w : Perm (Fin n) => w a) h
    simp only [Perm.one_apply, swap_apply_left] at h'
    exact hab.ne h'
  unfold expandedElement
  -- only the identity and the transposition survive
  rw [Fintype.sum_eq_add (1 : Perm (Fin n)) (swap a b) hne]
  · rw [hw, hw, h1, h2, Perm.sign_one, Perm.sign_swap hab.ne]
    simp [sub_eq_add_neg]
  · rintro w ⟨hw1, hw2⟩
    have hex : ∃ r, r ≠ a ∧ r ≠ b ∧ w r ≠ r := by
      by_contra hc
      have hfix : ∀ r, r ≠ a → r ≠ b → w r = r := fun r ra rb =>
        by_contra fun hr => hc ⟨r, ra, rb, hr⟩
      exact (perm_eq_one_or_swap hab.ne w hfix).elim hw1 hw2
    obtain ⟨r, ra, rb, hr⟩ := hex
    rw [hw, pairTerm_eq_zero hφ ra rb (fun h => hr (hJ (h.symm.trans (hIJ r ra rb)))),
      mul_zero]
```

## (f) Relabelling the electrons

Let $g(i,j,k,l)=g(j,i,l,k)$. Physically, the interaction does not distinguish the two electrons. Show that, for every permutation $u$,
$$M(I\circ u,J\circ u)=M(I,J).$$

Since $u$ need not preserve the order $p<q$, pass to ordered pairs. The symmetry gives $T_{pq}=T_{qp}$, hence $2M=\sum_{p\neq q}T_{pq}$ (`hdouble`). Reindexing the spectators gives $T_{pq}(I\circ u,J\circ u)=T_{u(p)u(q)}(I,J)$ (`hpair`). As $u$ permutes the ordered pairs of distinct positions, the sums agree; cancel the factor 2.

```lean
/-- If the integrals are symmetric under exchange of the two electrons, relabelling the
electrons in both Hartree products leaves the matrix element unchanged. -/
theorem hartreeElement_relabel (hg : ∀ i j k l, g i j k l = g j i l k)
    (u : Perm (Fin n)) (I J : Fin n → ι) :
    hartreeElement φ g (I ∘ ⇑u) (J ∘ ⇑u) = hartreeElement φ g I J := by
  -- twice the sum over p < q is the sum over all ordered pairs of distinct electrons
  have hdouble : ∀ K L : Fin n → ι, 2 * hartreeElement φ g K L =
      ∑ p, ∑ q, if p = q then 0 else pairTerm φ g K L p q := by
    intro K L
    have hsymm : ∀ p q, pairTerm φ g K L p q = pairTerm φ g K L q p := fun p q =>
      congrArg₂ (· * ·) (hg _ _ _ _)
        (Finset.prod_congr rfl fun r _ => if_congr or_comm rfl rfl)
    have hsw : hartreeElement φ g K L =
        ∑ p, ∑ q, if q < p then pairTerm φ g K L p q else 0 := by
      unfold hartreeElement
      rw [Finset.sum_comm]
      refine Finset.sum_congr rfl fun p _ => Finset.sum_congr rfl fun q _ => ?_
      rw [hsymm q p]
    have hadd : 2 * hartreeElement φ g K L = hartreeElement φ g K L +
        ∑ p, ∑ q, if q < p then pairTerm φ g K L p q else 0 := by
      rw [← hsw, two_mul]
    rw [hadd]
    unfold hartreeElement
    simp only [← Finset.sum_add_distrib]
    refine Finset.sum_congr rfl fun p _ => Finset.sum_congr rfl fun q _ => ?_
    rcases lt_trichotomy p q with h | h | h
    · simp [h, h.ne, lt_asymm h]
    · simp [h]
    · simp [h, h.ne', lt_asymm h]
  have hpair : ∀ p q, pairTerm φ g (I ∘ ⇑u) (J ∘ ⇑u) p q = pairTerm φ g I J (u p) (u q) :=
    fun p q => congrArg₂ (· * ·) rfl (Fintype.prod_equiv u _ _ fun r => by simp)
  apply mul_left_cancel₀ (two_ne_zero : (2 : ℂ) ≠ 0)
  rw [hdouble, hdouble]
  refine Fintype.sum_equiv u _ _ fun p => Fintype.sum_equiv u _ _ fun q => ?_
  rw [hpair]
  simp
```

## (g) From two permutation sums to one

With the same symmetry of $g$, show that
$$S(I,J)=E(I,J).$$

For fixed $u$, put $v=wu$. Then $\mathrm{sgn}(u)\,\mathrm{sgn}(wu)=\mathrm{sgn}(w)$, and (f) gives $M(I\circ u,J\circ w\circ u)=M(I,J\circ w)$. The inner sum is therefore $E(I,J)$ for each $u$ (`key`), and the $n!$ choices of $u$ cancel the prefactor.

```lean
/-- For exchange-symmetric integrals, the matrix element between Slater determinants
equals the signed sum over permutations of one determinant only. -/
theorem slaterElement_eq_expanded (hg : ∀ i j k l, g i j k l = g j i l k) :
    slaterElement φ g I J = expandedElement φ g I J := by
  have key : ∀ u : Perm (Fin n), (∑ v : Perm (Fin n),
      ((Perm.sign u : ℤ) : ℂ) * ((Perm.sign v : ℤ) : ℂ) *
        hartreeElement φ g (I ∘ ⇑u) (J ∘ ⇑v)) = expandedElement φ g I J := by
    intro u
    -- substitute v = w u
    refine (Fintype.sum_equiv (Equiv.mulRight u) _ _ fun w => ?_).symm
    have hs : ((Perm.sign u : ℤ) : ℂ) * ((Perm.sign (w * u) : ℤ) : ℂ) =
        ((Perm.sign w : ℤ) : ℂ) := by
      rw [Perm.sign_mul]
      rcases Int.units_eq_one_or (Perm.sign u) with h | h <;> simp [h]
    change _ = ((Perm.sign u : ℤ) : ℂ) * ((Perm.sign (w * u) : ℤ) : ℂ) *
      hartreeElement φ g (I ∘ ⇑u) ((J ∘ ⇑w) ∘ ⇑u)
    rw [hs, hartreeElement_relabel hg]
  simp only [slaterElement, key]
  rw [Finset.sum_const, Finset.card_univ, Fintype.card_perm, Fintype.card_fin,
    nsmul_eq_mul, inv_mul_cancel_left₀ (Nat.cast_ne_zero.mpr n.factorial_ne_zero)]
```

## (h) The determinant element

Under the assumptions of (e) and (f), show that
$$S(I,J)=g(I_a,I_b,J_a,J_b)-g(I_a,I_b,J_b,J_a).$$

Combine (g) with (e). The lists must be aligned, with shared orbitals at the same positions. A code that stores orbitals in ascending order therefore also multiplies by the sign of the permutation that aligns them.

```lean
/-- Slater-Condon rule for two differing orbitals: for orthonormal orbitals,
exchange-symmetric integrals and injective `J`, if `I` agrees with `J` except at `a < b` and
`I a`, `I b` are absent from `J`, the element is a direct minus an exchange integral. -/
theorem slater_condon_double (hφ : Orthonormal ℂ φ)
    (hg : ∀ i j k l, g i j k l = g j i l k) (hJ : Function.Injective J)
    (hab : a < b) (hIJ : ∀ r, r ≠ a → r ≠ b → I r = J r)
    (ha : I a ∉ Set.range J) (hb : I b ∉ Set.range J) :
    slaterElement φ g I J =
      g (I a) (I b) (J a) (J b) - g (I a) (I b) (J b) (J a) := by
  rw [slaterElement_eq_expanded hg, expandedElement_double hφ hJ hab hIJ ha hb]
```

## (i) Different spins

Keep the assumptions of (h). Give each orbital one of two spin labels, and let $g(i,j,k,l)=0$ whenever $i$ and $k$ have different spins, as for a spin-independent interaction. If $I_a$ and $J_b$ have different spins, show that
$$S(I,J)=g(I_a,I_b,J_a,J_b).$$

In the second integral of (h), the first electron goes with $I_a$ and $J_b$, so the integral is zero. The labels are a function `spin : ι → Bool`.

```lean
/-- In the setting of `slater_condon_double`, if integrals vanish whenever the first
electron changes spin, and `I a` and `J b` have different spins, only the direct
integral remains. -/
theorem slater_condon_opposite_spin (hφ : Orthonormal ℂ φ)
    (hg : ∀ i j k l, g i j k l = g j i l k) (hJ : Function.Injective J)
    (hab : a < b) (hIJ : ∀ r, r ≠ a → r ≠ b → I r = J r)
    (ha : I a ∉ Set.range J) (hb : I b ∉ Set.range J) (spin : ι → Bool)
    (hspin : ∀ i j k l, spin i ≠ spin k → g i j k l = 0) (hne : spin (I a) ≠ spin (J b)) :
    slaterElement φ g I J = g (I a) (I b) (J a) (J b) := by
  rw [slater_condon_double hφ hg hJ hab hIJ ha hb, hspin _ _ _ _ hne, sub_zero]
```

## (j) Three foreign orbitals

Let $I_a,I_b,I_c$ be absent from $J$ at three distinct positions, with $a<b$. Show that
$$E(I,J)=0.$$

For every $w$, (c) leaves only the pair $a,b$. Electron $c$ is then a mismatched spectator, and (a) gives zero. Neither injectivity of $J$ nor symmetry of $g$ is needed; with that symmetry, (g) carries the result over to $S$. A code can thus skip the two-electron part of the entry as soon as the bit comparison finds three such orbitals.

```lean
/-- For orthonormal orbitals, the signed sum vanishes if `I` has orbitals absent from `J`
at three distinct positions. -/
theorem expandedElement_triple (hφ : Orthonormal ℂ φ) {c : Fin n} (hab : a < b)
    (hca : c ≠ a) (hcb : c ≠ b) (ha : I a ∉ Set.range J) (hb : I b ∉ Set.range J)
    (hc : I c ∉ Set.range J) : expandedElement φ g I J = 0 := by
  refine Finset.sum_eq_zero fun w _ => ?_
  rw [hartreeElement_eq_pairTerm hφ hab (fun h => ha ⟨w a, h.symm⟩)
    (fun h => hb ⟨w b, h.symm⟩),
    pairTerm_eq_zero hφ hca hcb (fun h => hc ⟨w c, h.symm⟩), mul_zero]

end

end SlaterCondonDouble
```

```lean
#print axioms SlaterCondonDouble.slater_condon_double
-- 'SlaterCondonDouble.slater_condon_double' depends on axioms: [propext, Classical.choice, Quot.sound]
#print axioms SlaterCondonDouble.slater_condon_opposite_spin
-- 'SlaterCondonDouble.slater_condon_opposite_spin' depends on axioms: [propext, Classical.choice, Quot.sound]
#print axioms SlaterCondonDouble.expandedElement_triple
-- 'SlaterCondonDouble.expandedElement_triple' depends on axioms: [propext, Classical.choice, Quot.sound]
```
